# Matching a positive point ion to a dielectric with ε > 1 fixes its linearised Thomas–Fermi screening radius

For \(q, Z > 0\) and \(\varepsilon > 1\) there is exactly one radius \(R > 0\) with

\[ \frac{\sinh(qR)}{qR} = \varepsilon . \]

Here \(Z\) is the charge of a point ion in a semiconductor of dielectric constant \(\varepsilon\), and \(q\) is the inverse screening length of the valence electrons. In atomic units, write \(V(r)\) for the potential energy of an electron at distance \(r\) from the ion, and \(A = -Z/(\varepsilon R)\) for its value at \(R\). The displaced electron density inside \(R\) is taken proportional to \(A - V\), so that it vanishes at \(R\). At this radius

\[ V(r) = A - \frac{Z \sinh(q(R-r))}{r \sinh(qR)}, \qquad 0 < r \le R, \]

solves the linearised Thomas–Fermi equation, has the bare ion at the nucleus, and joins \(-Z/(\varepsilon r)\) in value and slope at \(R\). With \(A\) always taken at the matching radius, no other radius or potential does so.

In this linear, spherically symmetric model, the result tells a calculation of impurity states how far from the ion the simple dielectric tail takes over, once \(q\) and \(\varepsilon\) are given.

```lean
import Mathlib

open Set Filter Topology

noncomputable section

namespace SemiconductorScreening
```

## The potential outside and inside the radius

Units are chosen so that two unit charges at distance \(r\) have energy \(1/r\). Beyond \(R\) the medium responds as a uniform dielectric, and the electron has energy \(-Z/(\varepsilon r)\). The constant \(\varepsilon\) is an input that stands for the polarisability of the crystal.

```lean
/-- Potential energy of an electron at distance `r ≠ 0` from a charge `Z` in a medium of
dielectric constant `eps ≠ 0`. -/
def outerPotential (Z eps r : ℝ) : ℝ := -Z / (eps * r)
```

Inside \(R\), linearised Thomas–Fermi theory makes the displaced electron density proportional to \(A - V\), so it vanishes at \(R\), where \(V = A\). Poisson's equation becomes \(\nabla^2 V = q^2 (V - A)\). With \(w(r) = r(V(r) - A)\) this reads

\[ w'' = q^2 w, \qquad w(0) = -Z, \qquad w(R) = 0 . \]

The first end value holds because \(rV \to -Z\) and \(rA \to 0\). The condition at \(R\) leaves \(w = C \sinh(q(R-r))\) with a constant \(C\), and the condition at 0 gives \(C = -Z/\sinh(qR)\).

```lean
/-- The function `-Z sinh(q(R - r)) / sinh(qR)`, for `q R ≠ 0`. -/
def screenedPart (q Z R r : ℝ) : ℝ := -Z * Real.sinh (q * (R - r)) / Real.sinh (q * R)
```

Dividing by \(r\) and adding \(A\) gives the inner potential.

```lean
/-- The Thomas-Fermi potential energy inside the screening radius `R`, for `r`, `q`, `R` and
`eps` nonzero. -/
def innerPotential (q Z eps R r : ℝ) : ℝ :=
  outerPotential Z eps R - Z * Real.sinh (q * (R - r)) / (r * Real.sinh (q * R))
```

## The conditions on an arbitrary potential

The field equation is stated for any function `V`. The function `w'` is the first derivative of \(r(V - A)\), and its own derivative must be \(q^2 r(V - A)\) at each point of the open interval.

```lean
/-- `V` obeys the linearised Thomas-Fermi equation `(r(V - A))'' = q² r(V - A)` for
`0 < r < R`. -/
def LinearThomasFermi (q A R : ℝ) (V : ℝ → ℝ) : Prop :=
  ∃ w' : ℝ → ℝ, ∀ r ∈ Ioo 0 R, HasDerivAt (fun s => s * (V s - A)) (w' r) r ∧
    HasDerivAt w' (q ^ 2 * (r * (V r - A))) r
```

The constant \(A\) is easily lost here. The equation \((rV)'' = q^2 rV\) looks just as natural, and with the same conditions at 0 and \(R\) it leads by hand to \(\cosh(qR) = \varepsilon\), a different radius. The displaced density would then jump at \(R\) instead of going to zero.

`IsScreened` joins the field equation to three boundary conditions. `nucleus` is the limit of \(rV\) as \(r\) tends to 0 from above. `value` and `slope` match the outer potential at \(R\), and `slope` uses the derivative from the left, since `V` describes only the inside. The condition on \(\sinh(qR)/(qR)\) is not among the four fields; it has to come out of them.

```lean
/-- `V` solves the Thomas-Fermi equation inside `R`, has the bare charge `Z` at the nucleus, and
joins the dielectric potential in value and slope at `R` (for `R` and `eps` nonzero). -/
structure IsScreened (q Z eps R : ℝ) (V : ℝ → ℝ) : Prop where
  equation : LinearThomasFermi q (outerPotential Z eps R) R V
  nucleus : Tendsto (fun r => r * V r) (𝓝[>] 0) (𝓝 (-Z))
  value : V R = outerPotential Z eps R
  slope : HasDerivWithinAt V (deriv (outerPotential Z eps) R) (Iic R) R
```

## One radius for each dielectric constant

Since \(\sinh\) is strictly convex on \([0, \infty)\), it lies below its chord from 0 to \(y\). For \(0 < x < y\),

\[ \sinh x < \frac{x}{y} \sinh y, \qquad\text{so}\qquad \frac{\sinh x}{x} < \frac{\sinh y}{y} . \]

```lean
/-- The ratio `sinh x / x` increases strictly for `x > 0`. -/
theorem sinh_div_lt {x y : ℝ} (hx : 0 < x) (hxy : x < y) :
    Real.sinh x / x < Real.sinh y / y := by
  have hy : 0 < y := hx.trans hxy
  have hc : StrictConvexOn ℝ (Ici 0) Real.sinh := by
    refine strictConvexOn_of_deriv2_pos (convex_Ici 0) Real.continuous_sinh.continuousOn ?_
    intro t ht
    rw [interior_Ici] at ht
    show 0 < deriv (deriv Real.sinh) t
    rw [Real.deriv_sinh, Real.deriv_cosh]
    exact Real.sinh_pos_iff.2 ht
  -- compare sinh with its chord from 0 to y
  have ha : 0 < 1 - x / y := sub_pos.2 ((div_lt_one hy).2 hxy)
  have e : x / y * y = x := by field_simp
  have key := hc.2 (mem_Ici.2 le_rfl) (mem_Ici.2 hy.le) hy.ne ha (div_pos hx hy) (by ring)
  simp only [smul_eq_mul, mul_zero, zero_add, Real.sinh_zero, e] at key
  calc Real.sinh x / x < (x / y * Real.sinh y) / x := by gcongr
    _ = Real.sinh y / y := by field_simp
```

The ratio extends continuously to \(x = 0\) with value 1; in Lean the extension is `dslope Real.sinh 0`. For large \(x\), the bounds \(e^x \ge 1 + x + x^2/2\) and \(e^{-x} \le 1\) give

\[ \frac{\sinh x}{x} \ge \frac12 + \frac{x}{4}, \]

which exceeds \(\varepsilon\) at \(x = 4\varepsilon\). The intermediate value theorem supplies an \(x\) with ratio \(\varepsilon\), monotonicity makes it unique, and \(R = x/q\).

```lean
/-- For `q > 0` and `eps > 1` exactly one radius `R > 0` has `sinh(qR)/(qR) = eps`. -/
theorem existsUnique_radius {q eps : ℝ} (hq : 0 < q) (he : 1 < eps) :
    ∃! R : ℝ, 0 < R ∧ Real.sinh (q * R) / (q * R) = eps := by
  have hval : ∀ x : ℝ, x ≠ 0 → dslope Real.sinh 0 x = Real.sinh x / x := by
    intro x hx
    rw [dslope_of_ne _ hx, slope_def_field, Real.sinh_zero, sub_zero, sub_zero]
  have h0 : dslope Real.sinh 0 0 = 1 := by
    rw [dslope_same, Real.deriv_sinh, Real.cosh_zero]
  have hcont : Continuous (dslope Real.sinh 0) := by
    rw [continuous_iff_continuousAt]
    intro x
    by_cases hx : x = 0
    · rw [hx]
      exact continuousAt_dslope_same.2 (Real.hasDerivAt_sinh 0).differentiableAt
    · exact (continuousAt_dslope_of_ne hx).2 Real.continuous_sinh.continuousAt
  -- at x = 4 eps the ratio is at least eps
  have hB : 0 < 4 * eps := by linarith
  have hbig : eps ≤ dslope Real.sinh 0 (4 * eps) := by
    rw [hval _ hB.ne', le_div_iff₀ hB, Real.sinh_eq]
    have h1 := Real.quadratic_le_exp_of_nonneg hB.le
    have h2 : Real.exp (-(4 * eps)) ≤ 1 := Real.exp_le_one_iff.2 (by linarith)
    nlinarith
  obtain ⟨x, hx, hxe⟩ := intermediate_value_Icc hB.le hcont.continuousOn
    ⟨h0.le.trans he.le, hbig⟩
  have hx0 : x ≠ 0 := by
    intro h
    rw [h, h0] at hxe
    linarith
  have hxp : 0 < x := lt_of_le_of_ne hx.1 (Ne.symm hx0)
  rw [hval x hx0] at hxe
  have e : q * (x / q) = x := by field_simp
  refine ⟨x / q, ⟨div_pos hxp hq, by rw [e, hxe]⟩, ?_⟩
  rintro S ⟨hS, hSe⟩
  have hqS : q * S = x := by
    rcases lt_trichotomy (q * S) x with h | h | h
    · have := sinh_div_lt (mul_pos hq hS) h
      linarith
    · exact h
    · have := sinh_div_lt hxp h
      linarith
  rw [← hqS]
  field_simp
```

The hypothesis \(\varepsilon > 1\) is sharp. Because \(\sinh x > x\) for \(x > 0\), the ratio always exceeds 1, so \(\varepsilon = 1\), for example, has no radius at all.

```lean
/-- For `q, R > 0` the ratio `sinh(qR)/(qR)` exceeds one. -/
theorem one_lt_ratio {q R : ℝ} (hq : 0 < q) (hR : 0 < R) :
    1 < Real.sinh (q * R) / (q * R) := by
  rw [one_lt_div (mul_pos hq hR)]
  exact Real.self_lt_sinh_iff.2 (mul_pos hq hR)
```

## Field equation and slope

By construction \(r(V - A)\) is the screened part for \(r \ne 0\).

```lean
/-- For the inner potential, `r(V - A)` is the screened part. -/
theorem mul_inner_sub (q Z eps R : ℝ) {r : ℝ} (hr : r ≠ 0) :
    r * (innerPotential q Z eps R r - outerPotential Z eps R) = screenedPart q Z R r := by
  unfold innerPotential screenedPart
  rw [sub_sub_cancel_left, mul_neg, neg_mul, neg_div, mul_div_assoc', mul_div_mul_left _ _ hr]
```

Differentiating it twice gives

\[ w' = \frac{Zq\cosh(q(R-r))}{\sinh(qR)}, \qquad w'' = -\frac{Zq^2\sinh(q(R-r))}{\sinh(qR)} = q^2 w . \]

```lean
/-- The first derivative of the screened part, and its second derivative `q²` times itself. -/
theorem screenedPart_derivs (q Z R r : ℝ) :
    HasDerivAt (screenedPart q Z R) (Z * q * Real.cosh (q * (R - r)) / Real.sinh (q * R)) r ∧
    HasDerivAt (fun s => Z * q * Real.cosh (q * (R - s)) / Real.sinh (q * R))
      (q ^ 2 * screenedPart q Z R r) r := by
  have h : HasDerivAt (fun s => q * (R - s)) (-q) r :=
    (((hasDerivAt_id' r).const_sub R).const_mul q).congr_deriv (by ring)
  exact ⟨((h.sinh.const_mul (-Z)).div_const (Real.sinh (q * R))).congr_deriv (by ring),
    ((h.cosh.const_mul (Z * q)).div_const (Real.sinh (q * R))).congr_deriv
      (by unfold screenedPart; ring)⟩
```

Since \(V' = w'/r - w/r^2\) and \(w(R) = 0\), the inner slope at \(R\) is \(w'(R)/R\). Equating it to the outer slope gives

\[ \frac{Zq}{R\sinh(qR)} = \frac{Z}{\varepsilon R^2} \quad\Longleftrightarrow\quad \frac{\sinh(qR)}{qR} = \varepsilon . \]

```lean
/-- For `q, Z, eps, R > 0` the inner and outer slopes agree at `R` exactly when `sinh(qR)/(qR) =
eps`; the inner potential is differentiable there. -/
theorem slope_matches_iff {q Z eps R : ℝ} (hq : 0 < q) (hZ : 0 < Z) (he : 0 < eps)
    (hR : 0 < R) : DifferentiableAt ℝ (innerPotential q Z eps R) R ∧
    (deriv (innerPotential q Z eps R) R = deriv (outerPotential Z eps) R ↔
      Real.sinh (q * R) / (q * R) = eps) := by
  have hs : 0 < Real.sinh (q * R) := Real.sinh_pos_iff.2 (mul_pos hq hR)
  have h : HasDerivAt (fun s => q * (R - s)) (-q) R :=
    (((hasDerivAt_id' R).const_sub R).const_mul q).congr_deriv (by ring)
  have hi : HasDerivAt (innerPotential q Z eps R) (Z * q / (R * Real.sinh (q * R))) R := by
    refine (((h.sinh.const_mul Z).fun_div ((hasDerivAt_id' R).mul_const (Real.sinh (q * R)))
      (mul_pos hR hs).ne').const_sub (outerPotential Z eps R)).congr_deriv ?_
    simp only [sub_self, mul_zero, zero_mul, sub_zero, Real.cosh_zero, Real.sinh_zero]
    field_simp
  have ho : HasDerivAt (outerPotential Z eps) (Z / (eps * R ^ 2)) R := by
    refine ((hasDerivAt_const R (-Z)).fun_div ((hasDerivAt_id' R).const_mul eps)
      (mul_pos he hR).ne').congr_deriv ?_
    field_simp
    ring
  refine ⟨hi.differentiableAt, ?_⟩
  rw [hi.deriv, ho.deriv]
  generalize Real.sinh (q * R) = s at hs ⊢
  rw [div_eq_div_iff (by positivity) (by positivity), div_eq_iff (by positivity)]
  constructor
  · intro h
    apply mul_left_cancel₀ (mul_pos hZ hR).ne'
    linear_combination -h
  · intro h
    linear_combination -(Z * R) * h
```

## No second potential

Suppose \(w'' = q^2 w\) on \((0, R)\) and \(w \to 0\) at both ends. Then

\[ (w^2)'' = 2\left(w'^2 + q^2 w^2\right) \ge 0, \]

so \(w^2\) is convex. If \(w(r) \ne 0\) at some \(r\), there are points \(a < r < b\) near the two ends where \(w^2\) is smaller than \(w(r)^2\). A convex function between \(a\) and \(b\) can't exceed the larger of its two end values, which is a contradiction.

```lean
/-- A solution of `w'' = q² w` on `(0, R)` that tends to zero at both ends is zero. -/
theorem eq_zero_of_ends {q R : ℝ} {w w' : ℝ → ℝ}
    (h : ∀ r ∈ Ioo 0 R, HasDerivAt w (w' r) r ∧ HasDerivAt w' (q ^ 2 * w r) r)
    (h0 : Tendsto w (𝓝[>] 0) (𝓝 0)) (hR : Tendsto w (𝓝[<] R) (𝓝 0)) :
    ∀ r ∈ Ioo 0 R, w r = 0 := by
  -- the square of w is convex
  have hc : ConvexOn ℝ (Ioo 0 R) (fun r => w r * w r) := by
    refine convexOn_of_hasDerivWithinAt2_nonneg (convex_Ioo 0 R)
      (f' := fun r => 2 * (w r * w' r)) (f'' := fun r => 2 * (w' r ^ 2 + q ^ 2 * w r ^ 2))
      ?_ ?_ ?_ ?_
    · exact fun r hr => ((h r hr).1.fun_mul (h r hr).1).continuousAt.continuousWithinAt
    · rw [interior_Ioo]
      exact fun r hr =>
        (((h r hr).1.fun_mul (h r hr).1).congr_deriv (by ring)).hasDerivWithinAt
    · rw [interior_Ioo]
      exact fun r hr => ((((h r hr).1.fun_mul (h r hr).2).const_mul 2).congr_deriv
        (by ring)).hasDerivWithinAt
    · intro r _
      show (0 : ℝ) ≤ 2 * (w' r ^ 2 + q ^ 2 * w r ^ 2)
      positivity
  intro r hr
  by_contra hne
  have hp : 0 * 0 < w r * w r := by
    rw [zero_mul]
    exact mul_self_pos.2 hne
  have a1 : ∀ᶠ a in 𝓝[>] (0 : ℝ), w a * w a < w r * w r := (h0.mul h0).eventually_lt_const hp
  have a2 : ∀ᶠ a in 𝓝[>] (0 : ℝ), a ∈ Ioo 0 r := Ioo_mem_nhdsGT hr.1
  have b1 : ∀ᶠ b in 𝓝[<] R, w b * w b < w r * w r := (hR.mul hR).eventually_lt_const hp
  have b2 : ∀ᶠ b in 𝓝[<] R, b ∈ Ioo r R := Ioo_mem_nhdsLT hr.2
  obtain ⟨a, ha, ha'⟩ := (a1.and a2).exists
  obtain ⟨b, hb, hb'⟩ := (b1.and b2).exists
  have hm := hc.le_max_of_mem_Icc (x := a) (y := b) (z := r) ⟨ha'.1, ha'.2.trans hr.2⟩
    ⟨hr.1.trans hb'.1, hb'.2⟩ ⟨ha'.2.le, hb'.1.le⟩
  exact absurd hm (not_le_of_gt (max_lt ha hb))
```

Let \(q, R > 0\), and apply this to the difference between \(r(V - A)\), for any screened \(V\), and the explicit screened part. Both tend to \(-Z\) at 0 and to 0 at \(R\), so they agree on \((0, R)\). At \(R\) itself the value condition gives equality.

```lean
/-- A screened potential coincides with the explicit inner potential for `0 < r ≤ R`. -/
theorem IsScreened.eq_inner {q Z eps R : ℝ} {V : ℝ → ℝ} (hq : 0 < q) (hR : 0 < R)
    (S : IsScreened q Z eps R V) : ∀ r ∈ Ioc 0 R, V r = innerPotential q Z eps R r := by
  have hs : Real.sinh (q * R) ≠ 0 := (Real.sinh_pos_iff.2 (mul_pos hq hR)).ne'
  have u0 : screenedPart q Z R 0 = -Z := by
    unfold screenedPart
    rw [sub_zero, mul_div_assoc, div_self hs, mul_one]
  have uR : screenedPart q Z R R = 0 := by simp [screenedPart]
  have hu : ∀ r, Tendsto (screenedPart q Z R) (𝓝 r) (𝓝 (screenedPart q Z R r)) :=
    fun r => (screenedPart_derivs q Z R r).1.continuousAt
  obtain ⟨w', hw⟩ := S.equation
  set A := outerPotential Z eps R
  have t0 : Tendsto (fun r => r * (V r - A) - screenedPart q Z R r) (𝓝[>] 0) (𝓝 0) := by
    have hid : Tendsto (fun r : ℝ => r) (𝓝[>] 0) (𝓝 0) := nhdsWithin_le_nhds
    have t := (S.nucleus.sub (hid.mul_const A)).sub ((hu 0).mono_left nhdsWithin_le_nhds)
    rw [u0, show -Z - 0 * A - -Z = 0 by ring] at t
    exact t.congr (fun r => by ring)
  have tR : Tendsto (fun r => r * (V r - A) - screenedPart q Z R r) (𝓝[<] R) (𝓝 0) := by
    have hid : Tendsto (fun r : ℝ => r) (𝓝[<] R) (𝓝 R) := nhdsWithin_le_nhds
    have hV : Tendsto V (𝓝[<] R) (𝓝 (V R)) :=
      S.slope.continuousWithinAt.mono_left (nhdsWithin_mono R Iio_subset_Iic_self)
    have t := (hid.mul (hV.sub_const A)).sub ((hu R).mono_left nhdsWithin_le_nhds)
    rw [uR, S.value, show R * (A - A) - 0 = 0 by ring] at t
    exact t
  have hz := eq_zero_of_ends (q := q) (fun r hr =>
    ⟨(hw r hr).1.fun_sub (screenedPart_derivs q Z R r).1,
      ((hw r hr).2.fun_sub (screenedPart_derivs q Z R r).2).congr_deriv (by ring)⟩) t0 tR
  intro r hr
  rcases hr.2.lt_or_eq with h | h
  · have h1 := hz r ⟨hr.1, h⟩
    have h2 := mul_inner_sub q Z eps R hr.1.ne'
    apply mul_left_cancel₀ hr.1.ne'
    linear_combination h1 - h2
  · rw [h, S.value]
    simp [innerPotential]
```

## The radius follows from the matching

For the radius found above, the derivatives give the field equation, continuity of the screened part gives the limit at the nucleus, \(\sinh 0 = 0\) gives the value at \(R\), and the slope criterion gives the last condition.

```lean
/-- At the radius with `sinh(qR)/(qR) = eps` the explicit inner potential is screened. -/
theorem inner_isScreened {q Z eps R : ℝ} (hq : 0 < q) (hZ : 0 < Z) (he : 0 < eps)
    (hR : 0 < R) (hE : Real.sinh (q * R) / (q * R) = eps) :
    IsScreened q Z eps R (innerPotential q Z eps R) := by
  have hs : Real.sinh (q * R) ≠ 0 := (Real.sinh_pos_iff.2 (mul_pos hq hR)).ne'
  refine ⟨⟨fun s => Z * q * Real.cosh (q * (R - s)) / Real.sinh (q * R), ?_⟩, ?_, ?_, ?_⟩
  · intro r hr
    refine ⟨(screenedPart_derivs q Z R r).1.congr_of_eventuallyEq ?_, ?_⟩
    · filter_upwards [eventually_ne_nhds hr.1.ne'] with s hs' using mul_inner_sub q Z eps R hs'
    · rw [mul_inner_sub q Z eps R hr.1.ne']
      exact (screenedPart_derivs q Z R r).2
  · have u0 : screenedPart q Z R 0 = -Z := by
      unfold screenedPart
      rw [sub_zero, mul_div_assoc, div_self hs, mul_one]
    have hid : Tendsto (fun r : ℝ => r) (𝓝 0) (𝓝 0) := tendsto_id
    have t := (screenedPart_derivs q Z R 0).1.continuousAt.tendsto.add
      (hid.mul_const (outerPotential Z eps R))
    rw [u0, zero_mul, add_zero] at t
    refine (t.mono_left nhdsWithin_le_nhds).congr' ?_
    filter_upwards [self_mem_nhdsWithin] with r hr
    have h := mul_inner_sub q Z eps R (mem_Ioi.1 hr).ne'
    linear_combination -h
  · simp [innerPotential]
  · have h := slope_matches_iff hq hZ he hR
    rw [← h.2.2 hE]
    exact h.1.hasDerivAt.hasDerivWithinAt
```

Conversely, let \(V\) be screened with some radius \(R' > 0\). It equals the explicit potential for \(R'\) on \((0, R']\), so the two have the same left slope at \(R'\). The slope criterion then yields \(\sinh(qR')/(qR') = \varepsilon\), and uniqueness of the radius gives \(R' = R\).

The theorem takes \(q\), \(\varepsilon\), the linearisation and the sharp boundary as given, and says nothing about `V` beyond \(R\).

```lean
/-- For `q, Z > 0` and `eps > 1` there is a radius `R` with `sinh(qR)/(qR) = eps` at which the
explicit potential is screened; every screened potential has this radius and this form. -/
theorem thomasFermi_screening {q Z eps : ℝ} (hq : 0 < q) (hZ : 0 < Z) (he : 1 < eps) :
    ∃ R : ℝ, 0 < R ∧ Real.sinh (q * R) / (q * R) = eps ∧
      IsScreened q Z eps R (innerPotential q Z eps R) ∧
      ∀ (R' : ℝ) (V : ℝ → ℝ), 0 < R' → IsScreened q Z eps R' V →
        R' = R ∧ ∀ r ∈ Ioc 0 R, V r = innerPotential q Z eps R r := by
  have he0 : 0 < eps := by linarith
  obtain ⟨R, ⟨hR, hE⟩, huniq⟩ := existsUnique_radius hq he
  refine ⟨R, hR, hE, inner_isScreened hq hZ he0 hR hE, ?_⟩
  intro R' V hR' S
  have hV := S.eq_inner hq hR'
  have hm := slope_matches_iff hq hZ he0 hR'
  -- V and the explicit potential have the same left slope at R'
  have hd : HasDerivWithinAt (innerPotential q Z eps R')
      (deriv (outerPotential Z eps) R') (Iic R') R' := by
    refine S.slope.congr_of_eventuallyEq ?_ (hV R' ⟨hR', le_rfl⟩).symm
    filter_upwards [Ioc_mem_nhdsLE hR'] with r hr using (hV r hr).symm
  have hslope := UniqueDiffWithinAt.eq_deriv _
    (uniqueDiffOn_Iic R' R' (mem_Iic.2 le_rfl)) hm.1.hasDerivAt.hasDerivWithinAt hd
  have hRR : R' = R := huniq R' ⟨hR', hm.2.1 hslope⟩
  rw [hRR] at hV
  exact ⟨hRR, hV⟩

end SemiconductorScreening
```

The hypothesis \(Z > 0\) matters for the converse. With \(Z = 0\), the potential \(V = 0\) meets all four conditions at every radius, so the matching no longer selects one.

```lean
#print axioms SemiconductorScreening.one_lt_ratio
-- 'SemiconductorScreening.one_lt_ratio' depends on axioms: [propext, Classical.choice, Quot.sound]
#print axioms SemiconductorScreening.thomasFermi_screening
-- 'SemiconductorScreening.thomasFermi_screening' depends on axioms: [propext, Classical.choice, Quot.sound]
```
